# The CCSD ladder contraction over virtual pairs can be done with untransformed basis integrals

Take one virtual orbital \(a=c_1\chi_1+c_2\chi_2\), built from two real basis functions with real coefficients, and a single doubles amplitude \(t\). The ladder term is the integral \(\langle aa|aa\rangle\) times \(t\). Expanding the orbital in all four places gives sixteen terms, which can be grouped as

\[
\langle aa|aa\rangle\,t=\sum_{\mu\nu l s}c_\mu c_\nu c_l c_s\,\langle\mu\nu|ls\rangle\,t
=\sum_{\mu\nu}c_\mu c_\nu\Big[\sum_{ls}\langle\mu\nu|ls\rangle\,(c_l c_s t)\Big].
\]

On the right, the amplitude is first carried to the basis as \(c_lc_st\), then contracted with the basis integrals, and the two remaining indices are turned into virtual ones at the end. The transformed integral is never formed. Nothing was assumed about the overlap of \(\chi_1\) and \(\chi_2\) or about the norm of \(a\).

With many virtual orbitals the same regrouping holds for every occupied pair. With real orbitals, a CCSD program therefore need not store the integrals with four virtual indices to evaluate this term. The price is a contraction over basis pairs, which are usually more numerous than virtual pairs.

## Arrays and transformations

The type `β` labels basis functions, `v` virtual orbitals, `o` occupied orbitals and `κ` parallel processes. The first two are finite, because they are summed over, and `κ` is assumed finite in the one theorem that uses it. The occupied labels are only carried along.

```lean
import Mathlib

open Finset

namespace CCSDLadderInBasis

noncomputable section

variable {β v o κ : Type*} [Fintype β] [Fintype v]
```

Two arrays \(X\) and \(Y\) over the same pair of indices have the full contraction

\[
(X,Y)=\sum_{pq}X_{pq}Y_{pq}.
\]

```lean
/-- Full contraction of two arrays over a pair of indices. -/
def pair {n : Type*} [Fintype n] (X Y : n → n → ℝ) : ℝ :=
  ∑ p, ∑ q, X p q * Y p q
```

The ladder contracts the last two indices of the integrals with a two-index array:

\[
(gX)_{pq}=\sum_{rs}\langle pq|rs\rangle X_{rs}.
\]

The definition works for any finite index type, so one function, `contract`, serves both the virtual and the basis representation. The order is the physicists' one, in which the first two indices belong to the bra. For real functions \(\langle\mu\nu|ls\rangle=(\mu l|\nu s)\) in chemists' notation. An array stored in the latter order has the same Lean type and would be accepted, but its contraction would in general not be the ladder.

```lean
/-- Contraction of the last two indices of the integrals `⟨pq|rs⟩` with a
two-index array; with virtual integrals and amplitudes this is the ladder term. -/
def contract {n : Type*} [Fintype n] (g : n → n → n → n → ℝ) (X : n → n → ℝ) :
    n → n → ℝ :=
  fun p q => pair (g p q) X
```

Let \(C_{\mu a}\) be the coefficient of basis function \(\mu\) in virtual orbital \(a\). The virtual integrals are defined by

\[
\langle ab|cd\rangle=\sum_{\mu\nu ls}C_{\mu a}C_{\nu b}C_{lc}C_{sd}\,\langle\mu\nu|ls\rangle .
\]

The basis integrals `g` are an arbitrary real four-index array. No permutational symmetry is required, and the Coulomb operator that would produce the numbers does not appear.

```lean
/-- Virtual integrals `⟨ab|cd⟩`: the fourfold transform of the basis integrals
with the orbital coefficients `C`. -/
def virtualIntegrals (C : β → v → ℝ) (g : β → β → β → β → ℝ) :
    v → v → v → v → ℝ :=
  fun a b c d => ∑ μ, ∑ ν, ∑ l, ∑ s, C μ a * C ν b * C l c * C s d * g μ ν l s
```

The amplitudes \(T_{cd}\) of one occupied pair are back-transformed by

\[
X_{ls}=\sum_{cd}C_{lc}C_{sd}T_{cd}.
\]

```lean
/-- Back-transformation of the amplitudes of one occupied pair to the basis. -/
def toBasis (C : β → v → ℝ) (T : v → v → ℝ) : β → β → ℝ :=
  fun l s => ∑ c, ∑ d, C l c * C s d * T c d
```

A basis array \(K\) is carried to the virtual orbitals by

\[
(\mathcal V K)_{ab}=\sum_{\mu\nu}C_{\mu a}C_{\nu b}K_{\mu\nu}.
\]

```lean
/-- Transformation of two basis indices to virtual orbitals. -/
def toVirtual (C : β → v → ℝ) (K : β → β → ℝ) : v → v → ℝ :=
  fun a b => ∑ μ, ∑ ν, C μ a * C ν b * K μ ν
```

The word "back-transformation" invites the belief that `toBasis` undoes `toVirtual`, and from there the insertion of an inverse of \(C\) or of an overlap matrix. Neither belongs here. With one basis function, one virtual orbital and \(C=2\), applying `toBasis` and then `toVirtual` multiplies an amplitude by 16. The two maps are transposes of each other, and this is the relation that the derivation uses.

## Moving the coefficients from integrals to amplitudes

All sums are finite, so a sum over virtual pairs can be exchanged with a sum over basis pairs:

\[
\sum_{cd}\sum_{ls}F_{cdls}=\sum_{ls}\sum_{cd}F_{cdls}.
\]

The proof treats each double sum as one sum over a set of pairs, exchanges the two, and writes the pairs out again.

```lean
/-- A sum over virtual pairs and a sum over basis pairs may be exchanged. -/
theorem sum_pairs_comm (F : v → v → β → β → ℝ) :
    ∑ c, ∑ d, ∑ l, ∑ s, F c d l s = ∑ l, ∑ s, ∑ c, ∑ d, F c d l s := by
  have h := Finset.sum_comm (s := (univ : Finset (v × v)))
    (t := (univ : Finset (β × β))) (f := fun p q => F p.1 p.2 q.1 q.2)
  simpa only [Fintype.sum_prod_type] using h
```

The transpose relation follows by inserting the definition of \(\mathcal V K\), exchanging the sums and collecting the factors that depend on \(c\) and \(d\):

\[
\sum_{cd}\Big(\sum_{ls}C_{lc}C_{sd}K_{ls}\Big)T_{cd}
=\sum_{ls}K_{ls}\Big(\sum_{cd}C_{lc}C_{sd}T_{cd}\Big).
\]

In Lean, `simp only` multiplies out both sides, `sum_pairs_comm` exchanges the sums, and `ring` compares the products term by term.

```lean
/-- Contracting a transformed array with amplitudes over virtual pairs equals
contracting the original array with back-transformed amplitudes over basis pairs. -/
theorem pair_toVirtual (C : β → v → ℝ) (K : β → β → ℝ) (T : v → v → ℝ) :
    pair (toVirtual C K) T = pair K (toBasis C T) := by
  simp only [pair, toVirtual, toBasis, Finset.sum_mul, Finset.mul_sum]
  rw [sum_pairs_comm]
  refine sum_congr rfl fun l _ => sum_congr rfl fun s _ =>
    sum_congr rfl fun c _ => sum_congr rfl fun d _ => ?_
  ring
```

To use this relation in the ladder, the fourfold transform is split into a ket part and a bra part. For fixed \(\mu\) and \(\nu\), the integrals \(\langle\mu\nu|ls\rangle\) form a two-index array in \(l\) and \(s\), written `g μ ν` in Lean. Transforming it gives the half-transformed integrals

\[
\langle\mu\nu|cd\rangle=\sum_{ls}C_{lc}C_{sd}\langle\mu\nu|ls\rangle,
\qquad
\langle ab|cd\rangle=\sum_{\mu\nu}C_{\mu a}C_{\nu b}\langle\mu\nu|cd\rangle .
\]

```lean
omit [Fintype v] in
/-- The fourfold transform is a transform of the last two indices followed by
a transform of the first two. -/
theorem virtualIntegrals_eq_two_step (C : β → v → ℝ) (g : β → β → β → β → ℝ)
    (a b c d : v) :
    virtualIntegrals C g a b c d =
      ∑ μ, ∑ ν, C μ a * C ν b * toVirtual C (g μ ν) c d := by
  simp only [virtualIntegrals, toVirtual, Finset.mul_sum]
  refine sum_congr rfl fun μ _ => sum_congr rfl fun ν _ =>
    sum_congr rfl fun l _ => sum_congr rfl fun s _ => ?_
  ring
```

## The ladder for every occupied pair

Let \(t_{ij}^{cd}\) be the amplitudes and \(X_{ls}\) their back-transform for the pair \(ij\). Then

\[
\begin{aligned}
\sum_{cd}\langle ab|cd\rangle t_{ij}^{cd}
&=\sum_{cd}\sum_{\mu\nu}C_{\mu a}C_{\nu b}\langle\mu\nu|cd\rangle t_{ij}^{cd}\\
&=\sum_{\mu\nu}C_{\mu a}C_{\nu b}\sum_{cd}\langle\mu\nu|cd\rangle t_{ij}^{cd}\\
&=\sum_{\mu\nu}C_{\mu a}C_{\nu b}\sum_{ls}\langle\mu\nu|ls\rangle X_{ls}.
\end{aligned}
\]

The first line uses the split transform, the second exchanges the pair sums, and the third applies the transpose relation to the ket pair. The `calc` block follows this order, with one extra step that pulls the bra coefficients out of the inner sum.

The theorem states an equality of whole arrays, and `funext a b` reduces it to one element. The coefficients need be neither orthonormal nor complete, and `t` is any real array. It may therefore hold the doubles amplitudes alone or their usual combination with products of singles. The CCSD equations themselves are not derived: the theorem concerns this one contraction, without the prefactor that a particular formulation attaches to it.

```lean
/-- For every occupied pair `i j`, the CCSD ladder contraction with virtual
integrals equals back-transforming the amplitudes, contracting with the basis
integrals, and transforming the two remaining indices to virtuals. -/
theorem ladder_eq_basis_contraction (C : β → v → ℝ) (g : β → β → β → β → ℝ)
    (t : o → o → v → v → ℝ) (i j : o) :
    contract (virtualIntegrals C g) (t i j) =
      toVirtual C (contract g (toBasis C (t i j))) := by
  funext a b
  calc contract (virtualIntegrals C g) (t i j) a b
      = ∑ c, ∑ d, ∑ μ, ∑ ν,
          C μ a * C ν b * (toVirtual C (g μ ν) c d * t i j c d) := by
        simp only [contract, pair, virtualIntegrals_eq_two_step, Finset.sum_mul,
          mul_assoc]
    -- bring the sums over the free basis indices to the outside
    _ = ∑ μ, ∑ ν, ∑ c, ∑ d,
          C μ a * C ν b * (toVirtual C (g μ ν) c d * t i j c d) :=
        sum_pairs_comm _
    _ = ∑ μ, ∑ ν, C μ a * C ν b * pair (toVirtual C (g μ ν)) (t i j) := by
        simp only [pair, Finset.mul_sum]
    -- move the transformation from the integrals to the amplitudes
    _ = toVirtual C (contract g (toBasis C (t i j))) a b := by
        simp only [pair_toVirtual]
        rfl
```

The restriction to real coefficients has physical content. Let the only virtual orbital be one normalised basis function times \(C=e^{i\pi/4}\), with the occupied orbitals built from other functions, and let \(g\) be the integral with this basis function in all four places. The bra coefficients of a complex orbital are conjugated, so the true virtual integral is \((C^*)^2C^2g=g\). The formula without conjugation gives \(C^4g=-g\), and the three-step procedure would return the ladder with the wrong sign. For complex orbitals the bra transformation has to carry \(C^*\).

## Contracting the ladder once more with the amplitudes

Some energy expressions contain the ladder contracted a second time with the same amplitudes. The particle–particle part of the third-order Møller–Plesset energy is a sum of such terms over the occupied pairs, up to a prefactor, when it is written in real spin orbitals with antisymmetrised integrals and first-order amplitudes. A second use of the transpose relation, now on the bra pair, removes the final transformation as well:

\[
\sum_{ab}\sum_{cd}t_{ij}^{ab}\langle ab|cd\rangle t_{ij}^{cd}
=\sum_{\mu\nu}\sum_{ls}X_{\mu\nu}\langle\mu\nu|ls\rangle X_{ls}.
\]

The Lean proof rewrites with the ladder theorem and then with `pair_toVirtual`.

```lean
/-- The ladder term contracted once more with the amplitudes can be evaluated
with basis integrals and back-transformed amplitudes alone. -/
theorem ladder_quadratic_form (C : β → v → ℝ) (g : β → β → β → β → ℝ)
    (t : o → o → v → v → ℝ) (i j : o) :
    pair (contract (virtualIntegrals C g) (t i j)) (t i j) =
      pair (contract g (toBasis C (t i j))) (toBasis C (t i j)) := by
  rw [ladder_eq_basis_contraction, pair_toVirtual]
```

## Dividing the integrals among processes

Let a function `process` assign each first basis index \(\mu\) to one process \(k\). Every \(\mu\) then occurs in exactly one share, and the outer sum splits:

\[
\sum_{cd}\langle ab|cd\rangle t_{ij}^{cd}
=\sum_k\;\sum_{\mu:\,\mathrm{process}(\mu)=k}\;\sum_\nu
C_{\mu a}C_{\nu b}\sum_{ls}\langle\mu\nu|ls\rangle X_{ls}.
\]

Process \(k\) needs only the integrals whose first index it owns, so each element of the integral array has to be held by one process only. Elements that are equal by permutational symmetry may still lie with different processes. Each process still needs the full back-transformed amplitudes of the occupied pair, and the partial results have to be added at the end. A process without any index contributes zero. The identity leaves communication time and load balance open.

After the ladder theorem has been applied, `Finset.sum_fiberwise` supplies the regrouping of the sum over \(\mu\).

```lean
/-- If each first basis index is assigned to one process, the ladder term is the
sum of the processes' contributions, each using only integrals with its own
first indices. -/
theorem ladder_distributed [Fintype κ] [DecidableEq κ] (process : β → κ)
    (C : β → v → ℝ) (g : β → β → β → β → ℝ)
    (t : o → o → v → v → ℝ) (i j : o) (a b : v) :
    contract (virtualIntegrals C g) (t i j) a b =
      ∑ k, ∑ μ ∈ univ.filter (fun μ => process μ = k), ∑ ν,
        C μ a * C ν b * pair (g μ ν) (toBasis C (t i j)) := by
  rw [ladder_eq_basis_contraction]
  exact (Finset.sum_fiberwise univ process _).symm
```

## Errors from screened or low-precision integrals

Suppose that the integrals \(g\) are replaced by \(g'\), with every element wrong by at most \(\varepsilon\). Screening is of this kind if it sets to zero only integrals of magnitude at most \(\varepsilon\). Storage in reduced precision is too, provided that \(\varepsilon\) is at least the largest rounding error found among the integrals. For a fixed array \(X\), the triangle inequality gives

\[
\Big|\sum_{ls}\big(g_{\mu\nu ls}-g'_{\mu\nu ls}\big)X_{ls}\Big|
\le\sum_{ls}\big|g_{\mu\nu ls}-g'_{\mu\nu ls}\big|\,|X_{ls}|
\le\varepsilon\sum_{ls}|X_{ls}| .
\]

The proof combines the two contractions into one sum of differences, applies `abs_sum_le_sum_abs` once for each summation index, and bounds each term by the hypothesis `h`.

```lean
/-- An error of at most `ε` in each integral changes each contracted element by at most `ε` times
the sum of the absolute values of the elements of `X`. -/
theorem contract_error {g g' : β → β → β → β → ℝ} {ε : ℝ}
    (h : ∀ μ ν l s, |g μ ν l s - g' μ ν l s| ≤ ε) (X : β → β → ℝ) (μ ν : β) :
    |contract g X μ ν - contract g' X μ ν| ≤ ε * ∑ l, ∑ s, |X l s| := by
  simp only [contract, pair, ← Finset.sum_sub_distrib, ← sub_mul, Finset.mul_sum]
  refine (abs_sum_le_sum_abs _ _).trans (sum_le_sum fun l _ =>
    (abs_sum_le_sum_abs _ _).trans (sum_le_sum fun s _ => ?_))
  rw [abs_mul]
  exact mul_le_mul_of_nonneg_right (h μ ν l s) (abs_nonneg _)
```

Call the right-hand side \(B\) and the error of the contracted basis element \(D_{\mu\nu}\), so that \(|D_{\mu\nu}|\le B\) for all \(\mu\) and \(\nu\). The final transformation to virtual orbitals gives

\[
\Big|\sum_{\mu\nu}C_{\mu a}C_{\nu b}D_{\mu\nu}\Big|
\le\sum_{\mu\nu}|C_{\mu a}|\,|C_{\nu b}|\,B
=\Big(\sum_\mu|C_{\mu a}|\Big)\Big(\sum_\nu|C_{\nu b}|\Big)\,
\varepsilon\sum_{ls}|X_{ls}| .
\]

This is a worst-case bound, which ignores any cancellation between errors of opposite sign. Large orbital coefficients, such as those that a nearly linearly dependent basis can produce, weaken it through the two column sums and can also enlarge \(X\). A screening threshold is therefore not by itself the accuracy of the ladder element.

The amplitudes are the same on both sides of the comparison, so the bound describes one evaluation of the ladder and not the shift of the converged CCSD amplitudes. The arithmetic is exact: rounding in the sums and in the transformations would add further errors.

In the proof, `generalize` gives the basis bound the name `B`, and `Finset.sum_mul_sum` writes the product of the two column sums as a double sum. The two sides are then compared term by term.

```lean
/-- If each basis integral is in error by at most `ε`, the error of a ladder
element is bounded by `ε` times the absolute coefficient sums of its two virtual
orbitals and the absolute sum of the back-transformed amplitudes. -/
theorem ladder_error {g g' : β → β → β → β → ℝ} {ε : ℝ}
    (h : ∀ μ ν l s, |g μ ν l s - g' μ ν l s| ≤ ε) (C : β → v → ℝ)
    (t : o → o → v → v → ℝ) (i j : o) (a b : v) :
    |contract (virtualIntegrals C g) (t i j) a b -
        contract (virtualIntegrals C g') (t i j) a b| ≤
      (∑ μ, |C μ a|) * (∑ ν, |C ν b|) *
        (ε * ∑ l, ∑ s, |toBasis C (t i j) l s|) := by
  rw [ladder_eq_basis_contraction, ladder_eq_basis_contraction]
  -- bound every basis element first, then sum with the coefficients
  have hK := contract_error h (toBasis C (t i j))
  generalize ε * ∑ l, ∑ s, |toBasis C (t i j) l s| = B at hK ⊢
  rw [Finset.sum_mul_sum]
  simp only [toVirtual, ← Finset.sum_sub_distrib, ← mul_sub, Finset.sum_mul]
  refine (abs_sum_le_sum_abs _ _).trans (sum_le_sum fun μ _ =>
    (abs_sum_le_sum_abs _ _).trans (sum_le_sum fun ν _ => ?_))
  rw [abs_mul, abs_mul]
  exact mul_le_mul_of_nonneg_left (hK μ ν) (by positivity)

end

end CCSDLadderInBasis
```

```lean
#print axioms CCSDLadderInBasis.ladder_eq_basis_contraction
#print axioms CCSDLadderInBasis.ladder_quadratic_form
#print axioms CCSDLadderInBasis.ladder_distributed
#print axioms CCSDLadderInBasis.ladder_error
```

```
'CCSDLadderInBasis.ladder_eq_basis_contraction' depends on axioms: [propext, Classical.choice, Quot.sound]
'CCSDLadderInBasis.ladder_quadratic_form' depends on axioms: [propext, Classical.choice, Quot.sound]
'CCSDLadderInBasis.ladder_distributed' depends on axioms: [propext, Classical.choice, Quot.sound]
'CCSDLadderInBasis.ladder_error' depends on axioms: [propext, Classical.choice, Quot.sound]
```
